# Energy eigenvalues of the free Dirac Hamiltonian satisfy E² = k² + m²

The theorem `energy_sq` concerns a free Dirac particle with real mass parameter m and real three-dimensional momentum k, in units with ħ = c = 1. Its Hamiltonian at fixed k is the 4×4 matrix α·k + mβ, and the theorem says that if a nonzero vector u, not necessarily normalised, is an eigenvector with real eigenvalue E, then E² = k·k + m². The proof first shows, entry by entry, that the square of the Hamiltonian is (k·k + m²) times the identity. It then applies the Hamiltonian twice to u and cancels the nonzero vector from the resulting equation.

The first attempt, which Lean rejects:

```lean
import Mathlib

open Matrix

namespace EnergySq

noncomputable section

/-- The three Dirac matrices `α` in the standard representation. -/
def alpha : Fin 3 → Matrix (Fin 4) (Fin 4) ℂ :=
  ![!![0, 0, 0, 1; 0, 0, 1, 0; 0, 1, 0, 0; 1, 0, 0, 0],
    !![0, 0, 0, -Complex.I; 0, 0, Complex.I, 0; 0, -Complex.I, 0, 0; Complex.I, 0, 0, 0],
    !![0, 0, 1, 0; 0, 0, 0, -1; 1, 0, 0, 0; 0, -1, 0, 0]]

/-- The Dirac matrix `β` in the standard representation. -/
def beta : Matrix (Fin 4) (Fin 4) ℂ :=
  !![1, 0, 0, 0; 0, 1, 0, 0; 0, 0, -1, 0; 0, 0, 0, -1]

/-- The free Dirac Hamiltonian `α·k + m β` at momentum `k`, in units with `ħ = c = 1`. -/
def diracH (m : ℝ) (k : Fin 3 → ℝ) : Matrix (Fin 4) (Fin 4) ℂ :=
  ∑ i, (k i : ℂ) • alpha i + (m : ℂ) • beta

/-- `u` is a nonzero eigenvector of the Dirac Hamiltonian at momentum `k` with energy `E`. -/
def IsMode (m : ℝ) (k : Fin 3 → ℝ) (E : ℝ) (u : Fin 4 → ℂ) : Prop :=
  u ≠ 0 ∧ diracH m k *ᵥ u = (E : ℂ) • u

/-- The Dirac Hamiltonian written out as a 4×4 matrix. -/
theorem diracH_eq (m : ℝ) (k : Fin 3 → ℝ) : diracH m k =
    !![(m : ℂ), 0, (k 2 : ℂ), k 0 - Complex.I * k 1;
       0, (m : ℂ), k 0 + Complex.I * k 1, -(k 2 : ℂ);
       (k 2 : ℂ), k 0 - Complex.I * k 1, -(m : ℂ), 0;
       k 0 + Complex.I * k 1, -(k 2 : ℂ), 0, -(m : ℂ)] := by
  ext i j
  fin_cases i <;> fin_cases j <;>
    simp [diracH, alpha, beta, Fin.sum_univ_three] <;> ring

/-- Every mode obeys the relativistic dispersion relation `E² = k² + m²`. -/
theorem energy_sq {m E : ℝ} {k : Fin 3 → ℝ} {u : Fin 4 → ℂ} (h : IsMode m k E u) :
    E ^ 2 = k ⬝ᵥ k + m ^ 2 := by
  -- the Hamiltonian squares to a multiple of the identity
  have hsq : diracH m k * diracH m k = ((k ⬝ᵥ k + m ^ 2 : ℝ) : ℂ) • 1 := by
    rw [diracH_eq]
    ext i j
    fin_cases i <;> fin_cases j <;>
      simp [Matrix.mul_apply, Fin.sum_univ_succ, dotProduct] <;>
      first
        | ring
        | linear_combination (-(k 1 : ℂ) ^ 2) * Complex.I_sq
  have h2 : ((E ^ 2 : ℝ) : ℂ) • u = ((k ⬝ᵥ k + m ^ 2 : ℝ) : ℂ) • u := by
    calc ((E ^ 2 : ℝ) : ℂ) • u = diracH m k *ᵥ (diracH m k *ᵥ u) := by
          rw [h.2, Matrix.mulVec_smul, h.2, smul_smul, pow_two, Complex.ofReal_mul]
      _ = _ := by rw [Matrix.mulVec_mulVec, hsq, Matrix.smul_mulVec, Matrix.one_mulVec]
  exact Complex.ofReal_injective (smul_left_injective ℂ h.1 h2)

end

end EnergySq
```

Compiling this gives:

```
Try this:
  [apply] ring_nf
  
  The `ring` tactic failed to close the goal. Use `ring_nf` to obtain a normal form.
    
  Note that `ring` works primarily in *commutative* rings. If you have a noncommutative ring, abelian group or module, consider using `noncomm_ring`, `abel` or `module` instead.
Try this:
  [apply] ring_nf
  
  The `ring` tactic failed to close the goal. Use `ring_nf` to obtain a normal form.
    
  Note that `ring` works primarily in *commutative* rings. If you have a noncommutative ring, abelian group or module, consider using `noncomm_ring`, `abel` or `module` instead.
Try this:
  [apply] ring_nf
  
  The `ring` tactic failed to close the goal. Use `ring_nf` to obtain a normal form.
    
  Note that `ring` works primarily in *commutative* rings. If you have a noncommutative ring, abelian group or module, consider using `noncomm_ring`, `abel` or `module` instead.
Try this:
  [apply] ring_nf
  
  The `ring` tactic failed to close the goal. Use `ring_nf` to obtain a normal form.
    
  Note that `ring` works primarily in *commutative* rings. If you have a noncommutative ring, abelian group or module, consider using `noncomm_ring`, `abel` or `module` instead.
Main.lean:41:73: error: unsolved goals
case «0».«0»
m E : ℝ
k : Fin 3 → ℝ
u : Fin 4 → ℂ
h : IsMode m k E u
⊢ ↑m ^ 2 + ↑(k 2) ^ 2 + ↑(k 0) ^ 2 - Complex.I ^ 2 * ↑(k 1) ^ 2 = ↑m ^ 2 + ↑(k 2) ^ 2 + ↑(k 0) ^ 2 + ↑(k 1) ^ 2

case «1».«1»
m E : ℝ
k : Fin 3 → ℝ
u : Fin 4 → ℂ
h : IsMode m k E u
⊢ ↑m ^ 2 + ↑(k 0) ^ 2 - Complex.I ^ 2 * ↑(k 1) ^ 2 + ↑(k 2) ^ 2 = ↑m ^ 2 + ↑(k 0) ^ 2 + ↑(k 1) ^ 2 + ↑(k 2) ^ 2

case «2».«2»
m E : ℝ
k : Fin 3 → ℝ
u : Fin 4 → ℂ
h : IsMode m k E u
⊢ ↑(k 2) ^ 2 + ↑(k 0) ^ 2 - Complex.I ^ 2 * ↑(k 1) ^ 2 + ↑m ^ 2 = ↑(k 2) ^ 2 + ↑(k 0) ^ 2 + ↑(k 1) ^ 2 + ↑m ^ 2

case «3».«3»
m E : ℝ
k : Fin 3 → ℝ
u : Fin 4 → ℂ
h : IsMode m k E u
⊢ ↑(k 0) ^ 2 - Complex.I ^ 2 * ↑(k 1) ^ 2 + ↑(k 2) ^ 2 + ↑m ^ 2 = ↑(k 0) ^ 2 + ↑(k 1) ^ 2 + ↑(k 2) ^ 2 + ↑m ^ 2
```

After these edits no error is left:

```diff
@@ -45,5 +45,5 @@
       simp [Matrix.mul_apply, Fin.sum_univ_succ, dotProduct] <;>
       first
-        | ring
+        | ring1
         | linear_combination (-(k 1 : ℂ) ^ 2) * Complex.I_sq
   have h2 : ((E ^ 2 : ℝ) : ℂ) • u = ((k ⬝ᵥ k + m ^ 2 : ℝ) : ℂ) • u := by
```

Diagnosis. The error lists four unsolved goals, the diagonal entries of the matrix identity `hsq`. In each, the left side contains `- Complex.I ^ 2 * ↑(k 1) ^ 2` where the right has `+ ↑(k 1) ^ 2`. The two agree only because i² = −1, a fact `ring` does not use.

The next alternative in `first`, a `linear_combination` with `Complex.I_sq`, supplies exactly that fact, but it is never tried. When `ring` cannot close a goal, it falls back to `ring_nf`, which here rewrites the goal and leaves it open without failing. The four "Try this" messages report this fallback. Since `first` moves on only when an alternative fails, it accepts the rewritten goal as a success.

The repair replaces `ring` with `ring1`, which either closes the goal or fails. On the diagonal entries it fails, so `first` goes on to `linear_combination`, which closes them.
